# The exchange second virial coefficient of an ideal quantum gas

## Question

An ideal gas of spinless bosons or fermions in three dimensions has the exchange second virial coefficient \(-s\,2^{-5/2}\) in units of the cubed thermal wavelength, with \(s=1\) for bosons and \(s=-1\) for fermions. In terms of the fugacity series

\[
g_a(z)=\sum_{k\ge 0}\frac{s^{k+2}z^{k+1}}{(k+1)^a},\qquad 0<z<1,
\]

the reduced density is \(g_{3/2}(z)\), the reduced pressure is \(g_{5/2}(z)\), and the claim is

\[
\lim_{z\to0^+}\frac{g_{5/2}(z)/g_{3/2}(z)-1}{g_{3/2}(z)}=-s\,2^{-5/2}.
\]

How can this be stated and proved in Lean 4 with Mathlib, using the full infinite series and not a truncation?

## Answer

The limit holds for every real order \(a\ge0\): with density \(g_a\) and pressure \(g_{a+1}\), the coefficient is \(-s\,2^{-(a+1)}\). The three-dimensional gas is the case \(a=3/2\).

### Modelling choices

Let \(\rho\) be the number density, \(P\) the pressure, \(\beta=1/(k_BT)\) the inverse temperature and \(\lambda=h/\sqrt{2\pi mk_BT}\) the thermal de Broglie wavelength of a particle of mass \(m\), with \(h\) the Planck constant. Let \(z=e^{\beta\mu}\) be the fugacity, with \(\mu\) the chemical potential. For spinless free particles in the thermodynamic limit, with \(0<z<1\), \(\rho\lambda^3=g_{3/2}(z)\) and \(\beta P\lambda^3=g_{5/2}(z)\). The virial expansion \(\beta P/\rho=1+B_2\rho+\dots\) then gives \(B_2/\lambda^3\) as the limit above. For this non-interacting gas, \(B_2\rho\) is the leading correction that particle exchange makes to the classical equation of state \(\beta P/\rho=1\).

In the path-integral picture, the term with index \(k\) comes from permutation cycles of \(k+1\) particles. Such a cycle is a single closed path of imaginary-time length \((k+1)\beta\), and its return amplitude supplies the factor \((k+1)^{-3/2}\). The pressure has one more factor \(1/(k+1)\), because the starting particle of a cycle is arbitrary.

The Lean objects correspond to this as follows.

- `cycleTerm s a z k` is the contribution of cycles of length \(k+1\). The sign \(s^{k+2}\) equals \(s^k\) when \(s=\pm1\), so a single particle has sign \(+1\) and an exchanged pair has sign \(s\).
- `fugacitySeries s a z` is the infinite sum \(g_a(z)\). Lean assigns the value zero to a sum that does not converge, so convergence is proved separately, in `summable_cycleTerm`.
- `hs : s = 1 ∨ s = -1` selects the statistics, and `ha : 0 ≤ a` restricts the order, which is a real number.
- `𝓝[>] 0` means that \(z\) approaches zero through positive values.

The main theorem, `exchange_second_virial`, reads: for either statistics and any \(a\ge0\), the quotient \((g_{a+1}/g_a-1)/g_a\) tends to \(-s\,2^{-(a+1)}\) as \(z\to0^+\). `exchange_second_virial_three_dim` is its case \(a=3/2\). `pressure_versus_density` adds that, at sufficiently small fugacity, the reduced pressure lies below the reduced density for bosons and above it for fermions.

The file starts from the fugacity series. It does not derive them from a partition function or a path integral, and it includes neither interactions nor spin degeneracy nor finite-volume corrections.

### Derivation by hand

**Convergence.** Since \(|s|=1\) and \((k+1)^a\ge1\) for \(a\ge0\), the term with index \(k\) is at most \(z^{k+1}\) in magnitude. The series is therefore dominated by a geometric series for \(0<z<1\).

**Splitting off singles and pairs.** The term \(k=0\) is \(s^2z=z\), and the term \(k=1\) is \(s^3z^2/2^a=sz^2/2^a\). The rest obeys

\[
\left|g_a(z)-z-\frac{s z^2}{2^a}\right|\le\sum_{k\ge0}z^{k+3}=\frac{z^3}{1-z}.
\]

**The pair coefficient.** Define \(c_a(z)=(g_a(z)-z)/z^2\). Dividing the last bound by \(z^2\) gives

\[
\left|c_a(z)-\frac{s}{2^a}\right|\le\frac{z}{1-z}\to0,
\]

so \(c_a(z)\to s/2^a\).

**The dilute limit.** From \(g_a(z)/z=1+z\,c_a(z)\) it follows that \(g_a(z)/z\to1\). Hence \(g_a(z)\) is positive for small positive \(z\), and \(g_a(z)=z\cdot(g_a(z)/z)\to0\). The limit of small fugacity is thus a limit of small density, and the denominators are nonzero close to it.

**The virial quotient.** The linear terms of pressure and density are both \(z\) and cancel in the difference:

\[
\frac{g_{a+1}/g_a-1}{g_a}=\frac{g_{a+1}-g_a}{g_a^2}
=\frac{c_{a+1}(z)-c_a(z)}{(g_a(z)/z)^2}.
\]

The numerator tends to

\[
\frac{s}{2^{a+1}}-\frac{s}{2^a}=\frac{s-2s}{2^{a+1}}=-\frac{s}{2^{a+1}},
\]

and the denominator tends to \(1\). This is the result. Pairs enter twice: they add \(s/2^{a+1}\) to the pressure, but twice that amount to the density.

**The sign of the correction.** For bosons the limit is negative, so the quotient is negative for all sufficiently small \(z>0\). Since \(g_a(z)>0\) there, \(g_{a+1}(z)/g_a(z)<1\). For fermions the limit is positive, so the quotient is positive for all sufficiently small \(z>0\); since \(g_a(z)>0\) there as well, \(g_{a+1}(z)/g_a(z)>1\).

### The Lean file

```lean
import Mathlib

open Filter Topology

namespace ExchangeSecondVirial

noncomputable section

/-- The contribution of permutation cycles of length `k + 1` to the fugacity series of order `a`,
with `s = 1` for bosons and `s = -1` for fermions. -/
def cycleTerm (s a z : ℝ) (k : ℕ) : ℝ :=
  s ^ (k + 2) * z ^ (k + 1) / ((k : ℝ) + 1) ^ a

/-- The fugacity series `g_a(z)` of an ideal quantum gas, summed over all cycle lengths. -/
def fugacitySeries (s a z : ℝ) : ℝ := ∑' k : ℕ, cycleTerm s a z k

/-- The contribution of cycles of length `k + 1` is at most `z ^ (k + 1)` in magnitude. -/
theorem abs_cycleTerm_le {s a z : ℝ} (hs : s = 1 ∨ s = -1) (ha : 0 ≤ a) (hz : 0 < z) (k : ℕ) :
    |cycleTerm s a z k| ≤ z ^ (k + 1) := by
  have hs' : |s| = 1 := by rcases hs with rfl | rfl <;> simp
  have hk : (0 : ℝ) ≤ (k : ℝ) := Nat.cast_nonneg k
  have h1 : 1 ≤ ((k : ℝ) + 1) ^ a := Real.one_le_rpow (by linarith) ha
  have h0 : 0 < ((k : ℝ) + 1) ^ a := by linarith
  unfold cycleTerm
  rw [abs_div, abs_mul, abs_pow, abs_pow, hs', one_pow, one_mul, abs_of_pos hz, abs_of_pos h0]
  exact div_le_self (by positivity) h1

/-- The fugacity series converges for every fugacity between zero and one. -/
theorem summable_cycleTerm {s a z : ℝ} (hs : s = 1 ∨ s = -1) (ha : 0 ≤ a)
    (hz : 0 < z) (hz1 : z < 1) : Summable (cycleTerm s a z) := by
  refine Summable.of_norm_bounded ((summable_geometric_of_lt_one hz.le hz1).mul_left z) ?_
  intro k
  rw [Real.norm_eq_abs]
  calc |cycleTerm s a z k| ≤ z ^ (k + 1) := abs_cycleTerm_le hs ha hz k
    _ = z * z ^ k := by ring

/-- Keeping only single particles and exchanged pairs, the error in the fugacity series is
at most `z ^ 3 / (1 - z)`. -/
theorem abs_sub_pair_le {s a z : ℝ} (hs : s = 1 ∨ s = -1) (ha : 0 ≤ a)
    (hz : 0 < z) (hz1 : z < 1) :
    |fugacitySeries s a z - (z + s * z ^ 2 / 2 ^ a)| ≤ z ^ 3 / (1 - z) := by
  have hsplit := (summable_cycleTerm hs ha hz hz1).sum_add_tsum_nat_add 2
  have h0 : cycleTerm s a z 0 = z := by
    rcases hs with rfl | rfl <;> simp [cycleTerm]
  have h1 : cycleTerm s a z 1 = s * z ^ 2 / 2 ^ a := by
    have h3 : s ^ 3 = s := by rcases hs with rfl | rfl <;> norm_num
    have h2 : ((1 : ℕ) : ℝ) + 1 = 2 := by norm_num
    unfold cycleTerm
    rw [h2]
    change s ^ 3 * z ^ 2 / 2 ^ a = _
    rw [h3]
  rw [Finset.sum_range_succ, Finset.sum_range_one, h0, h1] at hsplit
  -- cycles of three or more particles are dominated by a geometric series
  have htail : ‖∑' k : ℕ, cycleTerm s a z (k + 2)‖ ≤ z ^ 3 * (1 - z)⁻¹ := by
    refine tsum_of_norm_bounded ((hasSum_geometric_of_lt_one hz.le hz1).mul_left (z ^ 3)) ?_
    intro k
    rw [Real.norm_eq_abs]
    calc |cycleTerm s a z (k + 2)| ≤ z ^ (k + 2 + 1) := abs_cycleTerm_le hs ha hz (k + 2)
      _ = z ^ 3 * z ^ k := by ring
  have heq : fugacitySeries s a z - (z + s * z ^ 2 / 2 ^ a)
      = ∑' k : ℕ, cycleTerm s a z (k + 2) := by
    unfold fugacitySeries
    linarith
  rw [heq, div_eq_mul_inv, ← Real.norm_eq_abs]
  exact htail

/-- The second-order coefficient of the fugacity series at small fugacity is the pair-exchange
term `s / 2 ^ a`. -/
theorem tendsto_pair_coefficient {s a : ℝ} (hs : s = 1 ∨ s = -1) (ha : 0 ≤ a) :
    Tendsto (fun z => (fugacitySeries s a z - z) / z ^ 2) (𝓝[>] 0) (𝓝 (s / 2 ^ a)) := by
  have hb : Tendsto (fun z : ℝ => z / (1 - z)) (𝓝[>] 0) (𝓝 0) := by
    have hc : ContinuousAt (fun z : ℝ => z / (1 - z)) 0 :=
      ContinuousAt.div continuousAt_id (continuousAt_const.sub continuousAt_id) (by norm_num)
    have ht : Tendsto (fun z : ℝ => z / (1 - z)) (𝓝 0) (𝓝 (0 / (1 - 0))) := hc
    rw [zero_div] at ht
    exact ht.mono_left nhdsWithin_le_nhds
  have hd : Tendsto (fun z => (fugacitySeries s a z - z) / z ^ 2 - s / 2 ^ a)
      (𝓝[>] 0) (𝓝 0) := by
    refine squeeze_zero_norm' ?_ hb
    filter_upwards [Ioo_mem_nhdsGT (zero_lt_one : (0 : ℝ) < 1)] with z hz
    have hz0 : z ≠ 0 := hz.1.ne'
    have hz2 : 0 < z ^ 2 := pow_pos hz.1 2
    have heq : (fugacitySeries s a z - z) / z ^ 2 - s / 2 ^ a
        = (fugacitySeries s a z - (z + s * z ^ 2 / 2 ^ a)) / z ^ 2 := by
      have h2 : (2 : ℝ) ^ a ≠ 0 := (Real.rpow_pos_of_pos two_pos a).ne'
      field_simp
      ring
    rw [heq, Real.norm_eq_abs, abs_div, abs_of_pos hz2, div_le_iff₀ hz2]
    calc _ ≤ z ^ 3 / (1 - z) := abs_sub_pair_le hs ha hz.1 hz.2
      _ = z / (1 - z) * z ^ 2 := by ring
  simpa using hd.add_const (s / 2 ^ a)

/-- At small fugacity the fugacity series is equal to the fugacity to leading order. -/
theorem tendsto_div_fugacity {s a : ℝ} (hs : s = 1 ∨ s = -1) (ha : 0 ≤ a) :
    Tendsto (fun z => fugacitySeries s a z / z) (𝓝[>] 0) (𝓝 1) := by
  have hid : Tendsto (fun z : ℝ => z) (𝓝[>] 0) (𝓝 0) := nhdsWithin_le_nhds
  have h := (hid.mul (tendsto_pair_coefficient hs ha)).const_add 1
  rw [zero_mul, add_zero] at h
  refine h.congr' ?_
  filter_upwards [self_mem_nhdsWithin] with z hz
  have hz0 : z ≠ 0 := ne_of_gt hz
  field_simp
  ring

/-- As the fugacity tends to zero from above, the reduced density tends to zero and is
eventually positive. -/
theorem dilute_limit {s a : ℝ} (hs : s = 1 ∨ s = -1) (ha : 0 ≤ a) :
    Tendsto (fugacitySeries s a) (𝓝[>] 0) (𝓝 0) ∧
      ∀ᶠ z in 𝓝[>] (0 : ℝ), 0 < fugacitySeries s a z := by
  have h := tendsto_div_fugacity hs ha
  constructor
  · have hid : Tendsto (fun z : ℝ => z) (𝓝[>] 0) (𝓝 0) := nhdsWithin_le_nhds
    have hm := h.mul hid
    rw [mul_zero] at hm
    refine hm.congr' ?_
    filter_upwards [self_mem_nhdsWithin] with z hz
    exact div_mul_cancel₀ _ (ne_of_gt hz)
  · filter_upwards [self_mem_nhdsWithin, h.eventually (lt_mem_nhds zero_lt_one)] with z hz hq
    have hz' : 0 < z := hz
    have hm := mul_pos hq hz'
    rwa [div_mul_cancel₀ _ hz'.ne'] at hm

/-- For reduced density `g_a` and reduced pressure `g_(a+1)`, the exchange second virial
coefficient is `-s 2^(-(a+1))`. -/
theorem exchange_second_virial {s a : ℝ} (hs : s = 1 ∨ s = -1) (ha : 0 ≤ a) :
    Tendsto (fun z => (fugacitySeries s (a + 1) z / fugacitySeries s a z - 1)
      / fugacitySeries s a z) (𝓝[>] 0) (𝓝 (-s * 2 ^ (-(a + 1)))) := by
  have hp := tendsto_pair_coefficient hs (by linarith : 0 ≤ a + 1)
  have hn := tendsto_pair_coefficient hs ha
  have h := (hp.sub hn).div ((tendsto_div_fugacity hs ha).pow 2) (by norm_num)
  have hval : (s / 2 ^ (a + 1) - s / 2 ^ a) / (1 : ℝ) ^ 2 = -s * 2 ^ (-(a + 1)) := by
    have h2 : (2 : ℝ) ^ a ≠ 0 := (Real.rpow_pos_of_pos two_pos a).ne'
    rw [Real.rpow_neg two_pos.le, Real.rpow_add_one two_ne_zero]
    field_simp
    ring
  rw [hval] at h
  refine h.congr' ?_
  -- the linear terms of pressure and density cancel
  filter_upwards [self_mem_nhdsWithin, (dilute_limit hs ha).2] with z hz hpos
  have hz0 : z ≠ 0 := ne_of_gt hz
  have hn0 : fugacitySeries s a z ≠ 0 := hpos.ne'
  simp only [Pi.div_apply]
  field_simp
  ring

/-- In three dimensions, with density `g_(3/2)` and pressure `g_(5/2)`, the exchange second
virial coefficient is `-s 2^(-5/2)`. -/
theorem exchange_second_virial_three_dim {s : ℝ} (hs : s = 1 ∨ s = -1) :
    Tendsto (fun z => (fugacitySeries s (5 / 2) z / fugacitySeries s (3 / 2) z - 1)
      / fugacitySeries s (3 / 2) z) (𝓝[>] 0) (𝓝 (-s * 2 ^ (-(5 / 2) : ℝ))) := by
  have h := exchange_second_virial hs (by norm_num : (0 : ℝ) ≤ 3 / 2)
  have h5 : (3 / 2 + 1 : ℝ) = 5 / 2 := by norm_num
  rwa [h5] at h

/-- At sufficiently small fugacity the reduced pressure is below the reduced density for bosons
and above it for fermions. -/
theorem pressure_versus_density {a : ℝ} (ha : 0 ≤ a) :
    (∀ᶠ z in 𝓝[>] (0 : ℝ), fugacitySeries 1 (a + 1) z < fugacitySeries 1 a z) ∧
      ∀ᶠ z in 𝓝[>] (0 : ℝ), fugacitySeries (-1) a z < fugacitySeries (-1) (a + 1) z := by
  have h2 : (0 : ℝ) < 2 ^ (-(a + 1)) := Real.rpow_pos_of_pos two_pos _
  constructor
  · have hs : (1 : ℝ) = 1 ∨ (1 : ℝ) = -1 := Or.inl rfl
    have hlim : -(1 : ℝ) * 2 ^ (-(a + 1)) < 0 := by linarith
    filter_upwards [(dilute_limit hs ha).2,
      (exchange_second_virial hs ha).eventually (gt_mem_nhds hlim)] with z hn hq
    by_contra hle
    have h1 := (one_le_div hn).2 (not_lt.1 hle)
    exact absurd hq (not_lt.2 (div_nonneg (by linarith) hn.le))
  · have hs : (-1 : ℝ) = 1 ∨ (-1 : ℝ) = -1 := Or.inr rfl
    have hlim : 0 < -(-1 : ℝ) * 2 ^ (-(a + 1)) := by linarith
    filter_upwards [(dilute_limit hs ha).2,
      (exchange_second_virial hs ha).eventually (lt_mem_nhds hlim)] with z hn hq
    by_contra hle
    have h1 := (div_le_one hn).2 (not_lt.1 hle)
    exact absurd hq (not_lt.2 (div_nonpos_of_nonpos_of_nonneg (by linarith) hn.le))

end

end ExchangeSecondVirial
```

```lean
#print axioms ExchangeSecondVirial.exchange_second_virial_three_dim
#print axioms ExchangeSecondVirial.pressure_versus_density
```

```
'ExchangeSecondVirial.exchange_second_virial_three_dim' depends on axioms: [propext, Classical.choice, Quot.sound]
'ExchangeSecondVirial.pressure_versus_density' depends on axioms: [propext, Classical.choice, Quot.sound]
```

### How the proof follows the derivation

`abs_cycleTerm_le` is the termwise bound, and `summable_cycleTerm` compares the series with a geometric one. In `abs_sub_pair_le`, the Mathlib lemma `sum_add_tsum_nat_add 2` separates the first two terms from the tail. The facts `h0` and `h1` evaluate those two terms, and `tsum_of_norm_bounded` bounds the tail by the sum of the geometric series.

`tendsto_pair_coefficient` is the limit of \(c_a\). It first shows that \(z/(1-z)\) tends to zero, by continuity, and then applies the squeeze lemma `squeeze_zero_norm'`. The bound is needed only for \(z\) between \(0\) and \(1\), and `Ioo_mem_nhdsGT` says that this interval contains all positive points close enough to zero.

`tendsto_div_fugacity` takes the limit of \(1+z\,c_a(z)\). `dilute_limit` then derives both that the density vanishes and that it is positive near the limit.

In `exchange_second_virial`, the term `h` combines the limits of \(c_{a+1}\), \(c_a\) and \(g_a/z\) into the limit of the right-hand side of the virial identity. `hval` simplifies the value of that limit, and the final `field_simp` and `ring` verify the identity itself, using the positivity from `dilute_limit`.

`pressure_versus_density` argues by contradiction. If the boson pressure were at least the density, the virial quotient would be nonnegative, although it is already known to be negative near the limit. The fermion half is the mirror image.

### Remarks

**A technique worth reusing.** Three of the proofs establish a limit for a convenient expression and then transfer it to the desired one with `Tendsto.congr'`, written here as `h.congr'` or `hm.congr'`. This lemma asks only that the two functions agree eventually along the filter. `filter_upwards` collects the facts that hold near the limit, such as \(z>0\) and \(g_a(z)>0\), and leaves a purely algebraic goal. The identity never has to be proved at points where a denominator might vanish.

**Dropping a hypothesis.** Suppose `hs` is removed and \(s=2\). The series then begins \(4z+8z^2/2^a\), and the quotient tends to

\[
\frac{8/2^{a+1}-8/2^a}{4^2}=-\tfrac12\,2^{-(a+1)},
\]

whereas the formula would give \(-2\cdot2^{-(a+1)}\). The condition \(a\ge0\) plays a different role. It serves the termwise bound, which fails for \(a=-1\), \(k=1\), where the term has magnitude \(2z^2>z^2\). The limit itself survives in that example: for bosons, \(g_{-1}=z/(1-z)^2\) and \(g_0=z/(1-z)\) give the quotient \(-(1-z)^2\to-1\), in agreement with the formula.

**The smallest case.** At \(a=0\) the boson series have closed forms, \(g_0(z)=z/(1-z)\) and \(g_1(z)=-\ln(1-z)\). To first order in \(z\),

\[
\frac{g_1}{g_0}-1=\left(1+\frac z2+\dots\right)(1-z)-1=-\frac z2+\dots,
\]

and division by \(g_0\approx z\) gives \(-1/2\), which is \(-s\,2^{-(a+1)}\) at \(a=0\). For free particles with quadratic dispersion in \(d\) dimensions the order is \(a=d/2\), so the two-dimensional gas has the coefficient \(-s/4\) in units of \(\lambda^2\).

**In a calculation.** Since \(2^{-5/2}\approx0.177\), an ideal spinless gas at \(\rho\lambda^3=0.1\) has a pressure about 1.8% below the classical value for bosons and about 1.8% above it for fermions. This can serve as a reference value for a path-integral code with permutation sampling, run without interactions and in a large enough box.

Evaluating \((g_{5/2}/g_{3/2}-1)/g_{3/2}\) directly in floating-point arithmetic loses digits at small \(z\), because the ratio is close to one. The rearranged form \((c_{5/2}-c_{3/2})/(g_{3/2}/z)^2\) avoids this loss, provided that \(c_a\) is summed from its own series,

\[
c_a(z)=\sum_{k\ge1}\frac{s^{k+2}z^{k-1}}{(k+1)^a},
\]

and not computed by subtracting \(z\) from \(g_a(z)\).
